# With a spectator nucleus, a scalar electronic decay operator gives every hyperfine state the same decay rate

The nucleus is modelled as a spectator: each electronic transition matrix $D_k$, from excited to ground states, acts on the joint space as $D_k\otimes 1$. The decay rate of an excited state $\psi$ is then the summed population of the states it is sent to,

$$R(\psi)=\sum_k\|(D_k\otimes 1)\psi\|^2 .$$

Prefactors, including the cubed transition frequency, are absorbed in $D_k$, so they are the same for all hyperfine lines. If

$$\sum_k D_k^\dagger D_k=\gamma\,1,$$

with $\gamma$ real, then $R(\psi)=\gamma$ for every unit vector $\psi$, however strongly it entangles electrons and nucleus. The condition says that all electronic excited states, superpositions included, decay equally fast. Rotational symmetry provides it for the full set of dipole components between one complete $J'$ level and one complete $J$ level.

## A single linewidth in hyperfine codes

Optical Bloch and quantum-jump codes with a finite level scheme and a spectator nucleus rely on this identity when they give a whole excited hyperfine manifold one linewidth. The linewidth can be checked numerically: diagonalise the excited Hamiltonian, store a normalised eigenvector as an array $c_{m\mu}$ (electronic index $m$, nuclear index $\mu$), form $\sum_m (D_k)_{m'm}c_{m\mu}$, and sum the squared moduli over $k,m',\mu$. Under the scalar condition the result is $\gamma$ for every eigenvector.

Take two electronic doublets, the Pauli matrices as $D_k$, and nuclear spin $\tfrac12$. The excited singlet $F'=0$ goes to $F=1$ with strength 3 and to $F=0$ with strength 0. The state $F'=1$, $M'=1$ goes to $F=1$ with strength 2 and to $F=0$ with strength 1. The branching differs, but both totals are $\gamma=3$.

## From the norm to the exponential

Write $P(\psi)=\psi^\dagger\psi$ for the population. Then

$$\begin{aligned}
R(\psi)&=\sum_k\psi^\dagger(D_k^\dagger\otimes1)(D_k\otimes1)\psi\\
&=\psi^\dagger\Big(\sum_kD_k^\dagger D_k\otimes1\Big)\psi=\gamma P(\psi),
\end{aligned}$$

which is $\gamma$ for a unit vector.

To resolve the final states, let $u_f$ be the columns of a unitary $U$ on the ground electronic-nuclear space. For $\phi=(D_k\otimes1)\psi$,

$$\sum_f|u_f^\dagger\phi|^2=\|U^\dagger\phi\|^2=\phi^\dagger UU^\dagger\phi=\|\phi\|^2,$$

so the line strengths summed over $k$ and $f$ also give $\gamma$.

For the time dependence, let $H$ be Hermitian on the excited joint space, hyperfine coupling included, and set $\hbar=1$:

$$\dot\psi=-iH\psi-\tfrac12\Big(\sum_kD_k^\dagger D_k\otimes1\Big)\psi=-iH\psi-\tfrac{\gamma}{2}\psi .$$

Since $\psi^\dagger H\psi$ is real,

$$\dot P=2\,\mathrm{Re}(\psi^\dagger\dot\psi)=2\,\mathrm{Re}(-i\psi^\dagger H\psi)-\gamma P=-\gamma P .$$

Hence $\frac{d}{dt}(e^{\gamma t}P)=0$ and $P(t)=e^{-\gamma t}P(0)$. For $\gamma>0$ the common lifetime is $1/\gamma$.

## The Lean file

```lean
import Mathlib

open Matrix
open scoped Kronecker

namespace HyperfineLifetime

noncomputable section

variable {q g e n ι : Type*} [Fintype q] [Fintype g] [Fintype e] [Fintype n] [Fintype ι]

/-- The population (squared norm) of a state with amplitudes `ψ i`. -/
def population (ψ : ι → ℂ) : ℝ := ∑ i, ‖ψ i‖ ^ 2

/-- An electronic operator `D` extended to electrons and nucleus as `D ⊗ 1`. -/
def withNucleus {a b : Type*} (n : Type*) [DecidableEq n] (D : Matrix a b ℂ) :
    Matrix (a × n) (b × n) ℂ := D ⊗ₖ (1 : Matrix n n ℂ)

/-- The total decay strength of `ψ`: the squared norms of `(D_q ⊗ 1) ψ` summed over the
components `q` of the transition operator. -/
def decayRate [DecidableEq n] (D : q → Matrix g e ℂ) (ψ : e × n → ℂ) : ℝ :=
  ∑ k, population (withNucleus n (D k) *ᵥ ψ)

/-- The population is the inner product of the state with itself. -/
theorem population_eq (ψ : ι → ℂ) : (population ψ : ℂ) = star ψ ⬝ᵥ ψ := by
  unfold population dotProduct
  push_cast
  exact Finset.sum_congr rfl fun i _ => (Complex.conj_mul' (ψ i)).symm

/-- The decay strength of `ψ` is `ψ† A ψ`, where `A` is the electronic decay operator `∑ D_q† D_q`,
extended by the identity on the nucleus. -/
theorem decayRate_eq [DecidableEq n] (D : q → Matrix g e ℂ) (ψ : e × n → ℂ) :
    (decayRate D ψ : ℂ) = star ψ ⬝ᵥ (withNucleus n (∑ k, (D k)ᴴ * D k) *ᵥ ψ) := by
  -- the nuclear identity passes through products and sums
  have h : ∀ k, (withNucleus n (D k))ᴴ * withNucleus n (D k)
      = withNucleus n ((D k)ᴴ * D k) := by
    intro k
    rw [withNucleus, withNucleus, conjTranspose_kronecker, ← mul_kronecker_mul,
      conjTranspose_one, one_mul]
  have hs : withNucleus n (∑ k, (D k)ᴴ * D k) = ∑ k, withNucleus n ((D k)ᴴ * D k) := by
    ext i j
    simp only [withNucleus, Matrix.sum_apply, kroneckerMap_apply, Finset.sum_mul]
  have hv : (∑ k, withNucleus n ((D k)ᴴ * D k)) *ᵥ ψ
      = ∑ k, withNucleus n ((D k)ᴴ * D k) *ᵥ ψ :=
    map_sum (Matrix.mulVec.addMonoidHomLeft ψ) _ _
  rw [hs, hv, dotProduct_sum, decayRate, Complex.ofReal_sum]
  refine Finset.sum_congr rfl fun k _ => ?_
  rw [population_eq, Matrix.star_mulVec, ← Matrix.dotProduct_mulVec, Matrix.mulVec_mulVec, h]

/-- A scalar electronic operator acts as the same scalar on electrons and nucleus together. -/
theorem withNucleus_scalar [DecidableEq n] [DecidableEq e] (c : ℂ) (ψ : e × n → ℂ) :
    withNucleus n (c • (1 : Matrix e e ℂ)) *ᵥ ψ = c • ψ := by
  rw [withNucleus, smul_kronecker, one_kronecker_one, Matrix.smul_mulVec, Matrix.one_mulVec]

/-- If `∑ D_q† D_q = γ 1` on the excited electronic states, every normalised state of the
excited electronic-nuclear space has the same total decay strength `γ`. -/
theorem decayRate_eq_const [DecidableEq n] [DecidableEq e] {D : q → Matrix g e ℂ} {γ : ℝ}
    (hD : ∑ k, (D k)ᴴ * D k = (γ : ℂ) • 1) {ψ : e × n → ℂ} (hψ : population ψ = 1) :
    decayRate D ψ = γ := by
  apply Complex.ofReal_injective
  rw [decayRate_eq, hD, withNucleus_scalar, dotProduct_smul, ← population_eq, hψ]
  simp

/-- If `∑ D_q† D_q = γ 1`, the line strengths from a normalised excited state, summed over `q`
and over any orthonormal basis of ground hyperfine states (the columns of `U`), add up to `γ`. -/
theorem sum_line_strengths [DecidableEq n] [DecidableEq e] [DecidableEq g]
    {D : q → Matrix g e ℂ} {γ : ℝ} (hD : ∑ k, (D k)ᴴ * D k = (γ : ℂ) • 1)
    {U : Matrix (g × n) (g × n) ℂ} (hU : U ∈ Matrix.unitaryGroup (g × n) ℂ)
    {ψ : e × n → ℂ} (hψ : population ψ = 1) :
    ∑ k, ∑ f, ‖star (fun a => U a f) ⬝ᵥ (withNucleus n (D k) *ᵥ ψ)‖ ^ 2 = γ := by
  have hU' : U * Uᴴ = 1 := Matrix.mem_unitaryGroup_iff.mp hU
  -- a change of orthonormal basis preserves the population
  have hpop : ∀ φ : g × n → ℂ, population (Uᴴ *ᵥ φ) = population φ := by
    intro φ
    apply Complex.ofReal_injective
    rw [population_eq, population_eq, Matrix.star_mulVec, ← Matrix.dotProduct_mulVec,
      Matrix.mulVec_mulVec, conjTranspose_conjTranspose, hU', Matrix.one_mulVec]
  rw [← decayRate_eq_const hD hψ]
  exact Finset.sum_congr rfl fun k _ => hpop (withNucleus n (D k) *ᵥ ψ)

/-- The population of a moving state changes at twice the real part of the overlap between
the state and its velocity. -/
theorem population_hasDerivAt {ψ : ℝ → ι → ℂ} {v : ι → ℂ} {t : ℝ} (h : HasDerivAt ψ v t) :
    HasDerivAt (fun s => population (ψ s)) (2 * (star (ψ t) ⬝ᵥ v).re) t := by
  have hp : HasDerivAt (fun s => population (ψ s)) (∑ i, 2 * inner ℝ (ψ t i) (v i)) t := by
    unfold population
    exact HasDerivAt.fun_sum fun i _ => (hasDerivAt_pi.1 h i).norm_sq
  refine hp.congr_deriv ?_
  rw [dotProduct, Complex.re_sum, Finset.mul_sum]
  refine Finset.sum_congr rfl fun i _ => ?_
  simp only [Complex.inner, Pi.star_apply, Complex.star_def, Complex.mul_re, Complex.conj_re,
    Complex.conj_im]
  ring

/-- Let `∑ D_q† D_q = γ 1`, and let the excited amplitude evolve (with `ħ = 1`) under a Hermitian
Hamiltonian `H` of electrons and nucleus and the damping `-½ ∑ D_q† D_q ⊗ 1`. Then its population
decays as `exp (-γ t)`, whatever `H` and the initial state. -/
theorem common_lifetime [DecidableEq n] [DecidableEq e] {D : q → Matrix g e ℂ} {γ : ℝ}
    (hD : ∑ k, (D k)ᴴ * D k = (γ : ℂ) • 1)
    {H : Matrix (e × n) (e × n) ℂ} (hH : H.IsHermitian) {ψ : ℝ → e × n → ℂ}
    (hψ : ∀ t, HasDerivAt ψ ((-Complex.I) • (H *ᵥ ψ t)
      - (1 / 2 : ℂ) • (withNucleus n (∑ k, (D k)ᴴ * D k) *ᵥ ψ t)) t) (t : ℝ) :
    population (ψ t) = Real.exp (-γ * t) * population (ψ 0) := by
  have hderiv : ∀ s, HasDerivAt (fun s => population (ψ s)) (-γ * population (ψ s)) s := by
    intro s
    -- the Hermitian part has a real expectation value and drops out
    have him : (star (ψ s) ⬝ᵥ (H *ᵥ ψ s)).im = 0 := by
      apply Complex.conj_eq_iff_im.mp
      change star (star (ψ s) ⬝ᵥ (H *ᵥ ψ s)) = _
      rw [← Matrix.star_dotProduct, Matrix.star_mulVec, hH.eq, ← Matrix.dotProduct_mulVec]
    have hre : (-Complex.I * (star (ψ s) ⬝ᵥ (H *ᵥ ψ s))).re = 0 := by simp [him]
    refine (population_hasDerivAt (hψ s)).congr_deriv ?_
    have key : (1 / 2 : ℂ) * ((γ : ℂ) * (population (ψ s) : ℂ))
        = ((γ / 2 * population (ψ s) : ℝ) : ℂ) := by
      push_cast
      ring
    rw [hD, withNucleus_scalar, dotProduct_sub, dotProduct_smul, dotProduct_smul,
      dotProduct_smul, ← population_eq, smul_eq_mul, smul_eq_mul, smul_eq_mul, key,
      Complex.sub_re, Complex.ofReal_re, hre]
    ring
  -- `exp (γ s)` times the population is constant in time
  have hc : ∀ s, HasDerivAt (fun s => Real.exp (γ * s) * population (ψ s)) 0 s := by
    intro s
    have he : HasDerivAt (fun s => Real.exp (γ * s)) (Real.exp (γ * s) * γ) s := by
      simpa using ((hasDerivAt_id s).const_mul γ).exp
    exact (he.fun_mul (hderiv s)).congr_deriv (by ring)
  have h0 := is_const_of_deriv_eq_zero (fun s => (hc s).differentiableAt)
    (fun s => (hc s).deriv) t 0
  simp only [mul_zero, Real.exp_zero, one_mul] at h0
  rw [← h0, ← mul_assoc, ← Real.exp_add]
  simp

/-- The three Pauli matrices as transition components between two electronic doublets. -/
def pauliDipole : Fin 3 → Matrix (Fin 2) (Fin 2) ℂ :=
  ![!![0, 1; 1, 0], !![0, -Complex.I; Complex.I, 0], !![1, 0; 0, -1]]

/-- The Pauli transition components satisfy `∑ D_q† D_q = 3 · 1`. -/
theorem pauliDipole_witness :
    ∑ k, (pauliDipole k)ᴴ * pauliDipole k = ((3 : ℝ) : ℂ) • 1 := by
  rw [Fin.sum_univ_three]
  ext i j
  fin_cases i <;> fin_cases j <;>
    simp [pauliDipole, Matrix.mul_apply, Fin.sum_univ_succ] <;> norm_num

end

end HyperfineLifetime
```

```lean
#print axioms HyperfineLifetime.decayRate_eq_const
-- 'HyperfineLifetime.decayRate_eq_const' depends on axioms: [propext, Classical.choice, Quot.sound]
#print axioms HyperfineLifetime.sum_line_strengths
-- 'HyperfineLifetime.sum_line_strengths' depends on axioms: [propext, Classical.choice, Quot.sound]
#print axioms HyperfineLifetime.common_lifetime
-- 'HyperfineLifetime.common_lifetime' depends on axioms: [propext, Classical.choice, Quot.sound]
```

## Reading the theorems and their limits

The finite types `e`, `g`, `n` and `q` label excited states, ground states, nuclear states and transition components. `withNucleus` is $D\otimes1$, `decayRate` is $R$, and `hD` is the scalar condition. In `decayRate_eq_const`, `hψ` is normalisation; in `common_lifetime` it is the equation of motion at all real times.

`decayRate_eq` is the first derivation above: it moves the nuclear identity through products and sums, then rewrites each norm as an inner product by `population_eq`. `withNucleus_scalar` turns the scalar operator into a factor, which gives `decayRate_eq_const`. In `sum_line_strengths`, `hpop` is the change of basis. In `common_lifetime`, `him` removes the Hermitian part, `population_hasDerivAt` supplies $\dot P$, and `hc` shows that $e^{\gamma t}P$ is constant. `pauliDipole_witness` checks the scalar condition for the Pauli matrices, entry by entry.

The damping term is assumed, not derived from a quantised field. It stands for amplitude lost by spontaneous emission, with no return to the excited space. The solution $\psi(t)$ is likewise given, and the values of $D_k$ are inputs.

Without the scalar condition the rates can differ, and a diagonal sum is not enough. With one ground state, two excited states, a one-dimensional nuclear space and the single matrix $D=(1\;\;0)$, one has $D^\dagger D=\mathrm{diag}(1,0)$: the first excited state decays at rate 1, the second at rate 0. A code that truncates the ground manifold or omits a polarisation component can end up in this situation.
